# A matrix connection with zero ordinary curl need not be pure gauge

Let $A_x(x,y)$ and $A_y(x,y)$ be complex $2\times2$ matrices depending on a point of the plane. I say that this connection has zero curl if $\partial_x A_y=\partial_y A_x$, and that it is pure gauge if there is an invertible matrix function $g(x,y)$ with
$$\partial_x g=g\,A_x,\qquad \partial_y g=g\,A_y .$$

For a single band the components are numbers, and on the whole plane a continuously differentiable connection with zero curl is pure gauge. For several bands I have been told that this fails already for the constant connection $A_x=i\sigma_x$, $A_y=i\sigma_y$, with $\sigma_x,\sigma_y$ the Pauli matrices. Its curl is trivially zero, yet no such $g$ is supposed to exist. Can this be made rigorous, without assuming more smoothness of $g$ than the two equations need, and can it be checked by machine?

## Two routes around a rectangle

Yes. I keep your convention, in which $g$ stands to the left of the connection. If $A$ has the matrix elements $\langle u_m|\partial u_n\rangle$ of a multiband Berry connection, then $g^{-1}$ is the change of basis that transforms $A$ to zero.

Write $a$ and $b$ for the constant values of $A_x$ and $A_y$.

**One direction at a time.** Suppose that $f'(t)=f(t)\,a$. Then
$$\frac{d}{dt}\left[f(t)e^{-ta}\right]=f(t)\,a\,e^{-ta}-f(t)\,a\,e^{-ta}=0,$$
so $f(t)e^{-ta}=f(0)$. Multiplying by $e^{ta}$ from the right gives $f(t)=f(0)e^{ta}$.

**Both directions.** Let $g$ solve the two equations, fix a point $(x,y)$, and go to $(x+s,y+t)$ along the edges of a rectangle. Moving first in $x$ and then in $y$ gives $g(x,y)e^{sa}e^{tb}$. The other order gives $g(x,y)e^{tb}e^{sa}$. Both are the value of $g$ at the same corner, hence
$$g(x,y)\,e^{sa}e^{tb}=g(x,y)\,e^{tb}e^{sa}\qquad\text{for all real } s,t.$$
The derivative with respect to $s$ at $s=0$ is $g(x,y)\,a\,e^{tb}=g(x,y)\,e^{tb}a$. The derivative of this with respect to $t$ at $t=0$ is $g(x,y)\,ab=g(x,y)\,ba$. Therefore
$$g(x,y)\,(ab-ba)=0 .$$
Comparing $\partial_y\partial_x g$ with $\partial_x\partial_y g$ leads to the same equation faster, but it needs the mixed derivatives to agree. The rectangle uses only the two first-order equations.

**The Pauli connection.** With $\sigma_x\sigma_y=i\sigma_z$ and $\sigma_y\sigma_x=-i\sigma_z$,
$$(i\sigma_x)(i\sigma_y)-(i\sigma_y)(i\sigma_x)=-i\sigma_z-i\sigma_z=-2i\sigma_z .$$
So $g\cdot(-2i\sigma_z)=0$. Multiplying by $i/2$ gives $g\sigma_z=0$, and multiplying by $\sigma_z$ from the right gives $g=0$, because $\sigma_z^2=1$. The zero matrix is not invertible, so the connection is not pure gauge.

**Commuting components.** If $g$ is invertible, $g(ab-ba)=0$ forces $ab=ba$. Conversely, let $ab=ba$ and put $D(t)=a\,e^{tb}-e^{tb}a$. Then
$$D'(t)=a\,e^{tb}b-e^{tb}b\,a=a\,e^{tb}b-e^{tb}a\,b=D(t)\,b,\qquad D(0)=0,$$
so $D(t)=D(0)e^{tb}=0$, and $a$ commutes with $e^{tb}$. The function $g(x,y)=e^{xa}e^{yb}$ is invertible, with $\partial_y g=g\,b$ and
$$\partial_x g=e^{xa}a\,e^{yb}=e^{xa}e^{yb}a=g\,a .$$
A constant connection on the plane is thus pure gauge exactly when its components commute.

## A rectangle with sides $\pi/2$

For the Pauli connection one finite rectangle already settles the matter. Since $e^{i\theta\sigma}=\cos\theta+i\sigma\sin\theta$ for each Pauli matrix $\sigma$, a side of length $\pi/2$ contributes $i\sigma_x$ or $i\sigma_y$. Starting at the origin, the two routes give
$$g(0,0)\,(i\sigma_x)(i\sigma_y)=g(0,0)\begin{pmatrix}-i&0\\0&i\end{pmatrix},\qquad g(0,0)\,(i\sigma_y)(i\sigma_x)=g(0,0)\begin{pmatrix}i&0\\0&-i\end{pmatrix}.$$
The results differ by a sign and must be equal, so $g(0,0)=0$.

## Giving up invertibility or one equation

Without invertibility, $g=0$ solves both equations for every connection. For other non-commuting pairs there can even be nonzero solutions. Take
$$a=\begin{pmatrix}1&0\\0&0\end{pmatrix},\quad b=\begin{pmatrix}0&1\\0&0\end{pmatrix},\quad g=\begin{pmatrix}0&0\\0&1\end{pmatrix}.$$
Here $ab=b$ and $ba=0$, while $ga=gb=0$, so the constant function $g$ is a solution. Its existence is compatible with $g(ab-ba)=0$ because the commutator is singular.

If only the $x$ equation is required, the Pauli connection admits the invertible solution $g=e^{ix\sigma_x}$. The obstruction comes from asking for both equations at once.

## What the Lean statements say

The general part works in a real normed algebra `𝔸`, assumed complete from the first transport lemma on. The Pauli part takes `𝔸` to be the complex $2\times2$ matrices. A function on the plane has type `ℝ → ℝ → 𝔸`, with $x$ as first argument and $y$ as second.

- `ParallelFrame Ax Ay g` says that at every point the partial derivatives of `g` exist and equal $gA_x$ and $gA_y$. Joint differentiability is not required, so every differentiable $g$ on the plane is covered.
- `IsPureGauge Ax Ay` says that some `g` with `IsUnit (g x y)` at every point is such a frame. `IsUnit` means invertible; unitarity is not demanded, so the negative result excludes unitary frames as well.
- `CurlFree Ax Ay` says that at every point $\partial_xA_y$ and $\partial_yA_x$ exist and have a common value `D`. The commutator does not enter.

The last theorem, `zero_curl_not_pure_gauge`, states that the Pauli connection satisfies `CurlFree` and does not satisfy `IsPureGauge`. The stronger `pauli_frame_eq_zero` states that every solution, invertible or not, vanishes everywhere. The criterion for constant connections is `isPureGauge_const_iff`.

Lean needs a norm on the matrices to speak of derivatives, and the file selects the one induced by the maximum norm on vectors. In finite dimension this choice does not affect which functions are differentiable.

The frames are defined on the whole plane. A frame on a periodic Brillouin zone is a periodic frame on the plane, so the negative result excludes it as well, but the frame $e^{xa}e^{yb}$ found for commuting components need not be periodic. Frames on a smaller patch are not treated, and neither is a criterion for connections that vary from point to point. For such connections, the quantity to examine first is the non-Abelian curvature, which in this convention is $\partial_xA_y-\partial_yA_x+[A_x,A_y]$; for constant components only the commutator is left.

The Pauli connection does occur as a multiband Berry connection, although this is not part of the Lean file. The two columns of the $4\times2$ matrix $V=\frac{1}{\sqrt2}\begin{pmatrix}e^{2ix\sigma_x}\\e^{2iy\sigma_y}\end{pmatrix}$ are orthonormal states in a four-dimensional space, with $V^\dagger\partial_xV=i\sigma_x$ and $V^\dagger\partial_yV=i\sigma_y$. So for two bands selected from a larger set, a vanishing ordinary curl does not guarantee a gauge in which the connection vanishes. If the two bands spanned the whole state space, $V$ would be an invertible $2\times2$ matrix with $\partial_xV=VA_x$ and $\partial_yV=VA_y$, and the connection would be pure gauge.

```lean
import Mathlib

namespace ZeroCurlNotPureGauge

noncomputable section

variable {𝔸 : Type*} [NormedRing 𝔸] [NormedAlgebra ℝ 𝔸]

/-- The frame `g` on the plane solves `∂ₓ g = g Aₓ` and `∂ᵧ g = g Aᵧ`. -/
def ParallelFrame (Ax Ay g : ℝ → ℝ → 𝔸) : Prop :=
  ∀ x y, HasDerivAt (fun s => g s y) (g x y * Ax x y) x ∧
    HasDerivAt (fun t => g x t) (g x y * Ay x y) y

/-- A connection is pure gauge if some everywhere invertible `g` solves
`∂ₓ g = g Aₓ` and `∂ᵧ g = g Aᵧ`. -/
def IsPureGauge (Ax Ay : ℝ → ℝ → 𝔸) : Prop :=
  ∃ g : ℝ → ℝ → 𝔸, (∀ x y, IsUnit (g x y)) ∧ ParallelFrame Ax Ay g

/-- The ordinary curl vanishes: `∂ₓ Aᵧ` and `∂ᵧ Aₓ` exist and are equal at every point. -/
def CurlFree (Ax Ay : ℝ → ℝ → 𝔸) : Prop :=
  ∀ x y, ∃ D : 𝔸, HasDerivAt (fun s => Ay s y) D x ∧ HasDerivAt (fun t => Ax x t) D y

/-- Every constant connection has zero ordinary curl. -/
theorem curlFree_const (a b : 𝔸) : CurlFree (fun _ _ => a) (fun _ _ => b) :=
  fun x y => ⟨0, hasDerivAt_const x b, hasDerivAt_const y a⟩

variable [CompleteSpace 𝔸]

/-- Along a solution of `f' = f a`, the product `f(t) exp(-t a)` keeps its initial value. -/
theorem transport_back {f : ℝ → 𝔸} {a : 𝔸} (hf : ∀ t, HasDerivAt f (f t * a) t) (t : ℝ) :
    f t * NormedSpace.exp (t • (-a)) = f 0 := by
  have hd : ∀ s : ℝ, HasDerivAt (fun u : ℝ => f u * NormedSpace.exp (u • (-a))) 0 s := by
    intro s
    have h := (hf s).fun_mul (hasDerivAt_exp_smul_const' (-a) s)
    exact h.congr_deriv (by rw [neg_mul, mul_neg, mul_assoc, add_neg_cancel])
  have hc := is_const_of_deriv_eq_zero (fun s => (hd s).differentiableAt)
    (fun s => (hd s).deriv) t 0
  simpa only [zero_smul, NormedSpace.exp_zero, mul_one] using hc

/-- The exponentials of `t a` and `-t a` multiply to one. -/
theorem exp_mul_exp_neg (a : 𝔸) (t : ℝ) :
    NormedSpace.exp (t • a) * NormedSpace.exp (t • (-a)) = 1 := by
  have h := transport_back (f := fun u : ℝ => NormedSpace.exp (u • a)) (a := a)
    (fun s => hasDerivAt_exp_smul_const a s) t
  simpa only [zero_smul, NormedSpace.exp_zero] using h

/-- Transport along a line with constant connection `a`: the equation `f' = f a`
gives `f(t) = f(0) exp(t a)`. -/
theorem transport {f : ℝ → 𝔸} {a : 𝔸} (hf : ∀ t, HasDerivAt f (f t * a) t) (t : ℝ) :
    f t = f 0 * NormedSpace.exp (t • a) := by
  have h := exp_mul_exp_neg (-a) t
  rw [neg_neg] at h
  calc f t = f t * (NormedSpace.exp (t • (-a)) * NormedSpace.exp (t • a)) := by
        rw [h, mul_one]
    _ = f 0 * NormedSpace.exp (t • a) := by rw [← mul_assoc, transport_back hf t]

/-- If `c exp(t a) d = c d exp(t a)` for all `t`, then `c a d = c d a`. -/
theorem infinitesimal_commute {a c d : 𝔸}
    (h : ∀ t : ℝ, c * (NormedSpace.exp (t • a) * d) = c * (d * NormedSpace.exp (t • a))) :
    c * (a * d) = c * (d * a) := by
  have h0 : HasDerivAt (fun t : ℝ => NormedSpace.exp (t • a)) a 0 :=
    (hasDerivAt_exp_smul_const a (0 : ℝ)).congr_deriv
      (by rw [zero_smul, NormedSpace.exp_zero, one_mul])
  have h1 := (h0.mul_const d).const_mul c
  have h2 := (h0.const_mul d).const_mul c
  exact h1.unique (h2.congr_of_eventuallyEq (Filter.Eventually.of_forall h))

/-- Any solution `g` for a constant connection `(a, b)` satisfies `g (a b - b a) = 0`
at every point of the plane. -/
theorem frame_mul_commutator {a b : 𝔸} {g : ℝ → ℝ → 𝔸}
    (hg : ParallelFrame (fun _ _ => a) (fun _ _ => b) g) (x y : ℝ) :
    g x y * (a * b - b * a) = 0 := by
  -- Integrate from the point (x, y) along each coordinate direction.
  have hx : ∀ s t : ℝ, g (s + x) (t + y) = g (0 + x) (t + y) * NormedSpace.exp (s • a) :=
    fun s t => transport (f := fun u => g (u + x) (t + y)) (a := a)
      (fun u => HasDerivAt.comp_add_const u x (hg (u + x) (t + y)).1) s
  have hy : ∀ s t : ℝ, g (s + x) (t + y) = g (s + x) (0 + y) * NormedSpace.exp (t • b) :=
    fun s t => transport (f := fun u => g (s + x) (u + y)) (a := b)
      (fun u => HasDerivAt.comp_add_const u y (hg (s + x) (u + y)).2) t
  -- The two edge paths of a rectangle must give the same frame.
  have key : ∀ s t : ℝ,
      g x y * (NormedSpace.exp (s • a) * NormedSpace.exp (t • b)) =
        g x y * (NormedSpace.exp (t • b) * NormedSpace.exp (s • a)) := by
    intro s t
    have h := (hy s t).symm.trans (hx s t)
    rw [hx s 0, hy 0 t] at h
    simpa only [zero_add, mul_assoc] using h
  -- Shrink the rectangle, first in x and then in y.
  have h1 := fun t : ℝ => infinitesimal_commute (fun s => key s t)
  have h2 := infinitesimal_commute (fun t => (h1 t).symm)
  rw [mul_sub, h2, sub_self]

/-- A constant connection `(a, b)` on the plane is pure gauge exactly when
its two components commute. -/
theorem isPureGauge_const_iff (a b : 𝔸) :
    IsPureGauge (fun _ _ => a) (fun _ _ => b) ↔ a * b = b * a := by
  constructor
  · rintro ⟨g, hu, hg⟩
    have h := frame_mul_commutator hg 0 0
    exact sub_eq_zero.mp ((hu 0 0).mul_left_cancel (h.trans (mul_zero _).symm))
  · intro hab
    have hunit : ∀ (c : 𝔸) (t : ℝ), IsUnit (NormedSpace.exp (t • c)) := by
      intro c t
      have h := exp_mul_exp_neg (-c) t
      rw [neg_neg] at h
      exact ⟨⟨_, _, exp_mul_exp_neg c t, h⟩, rfl⟩
    -- The commutator of a with exp(t b) obeys f' = f b and starts at zero.
    have hcomm : ∀ t : ℝ, a * NormedSpace.exp (t • b) = NormedSpace.exp (t • b) * a := by
      intro t
      have hd : ∀ s : ℝ, HasDerivAt
          (fun u : ℝ => a * NormedSpace.exp (u • b) - NormedSpace.exp (u • b) * a)
          ((a * NormedSpace.exp (s • b) - NormedSpace.exp (s • b) * a) * b) s := by
        intro s
        have h := hasDerivAt_exp_smul_const b s
        refine ((h.const_mul a).fun_sub (h.mul_const a)).congr_deriv ?_
        rw [sub_mul, mul_assoc a, mul_assoc _ a b, hab, mul_assoc _ b a]
      have h := transport hd t
      simp only [zero_smul, NormedSpace.exp_zero, mul_one, one_mul, sub_self, zero_mul] at h
      exact sub_eq_zero.mp h
    refine ⟨fun x y => NormedSpace.exp (x • a) * NormedSpace.exp (y • b),
      fun x y => (hunit a x).mul (hunit b y), fun x y => ⟨?_, ?_⟩⟩
    · refine ((hasDerivAt_exp_smul_const a x).mul_const _).congr_deriv ?_
      simp only [mul_assoc, hcomm y]
    · refine ((hasDerivAt_exp_smul_const b y).const_mul _).congr_deriv ?_
      simp only [mul_assoc]

/-! ### The Pauli connection -/

attribute [local instance] Matrix.linftyOpNormedRing Matrix.linftyOpNormedAlgebra

/-- The Pauli matrix `σₓ`. -/
def sigmaX : Matrix (Fin 2) (Fin 2) ℂ := !![0, 1; 1, 0]

/-- The Pauli matrix `σᵧ`. -/
def sigmaY : Matrix (Fin 2) (Fin 2) ℂ := !![0, -Complex.I; Complex.I, 0]

/-- The Pauli matrix `σ_z`. -/
def sigmaZ : Matrix (Fin 2) (Fin 2) ℂ := !![1, 0; 0, -1]

/-- The commutator of `i σₓ` and `i σᵧ` is `-2 i σ_z`. -/
theorem pauli_commutator :
    (Complex.I • sigmaX) * (Complex.I • sigmaY) - (Complex.I • sigmaY) * (Complex.I • sigmaX)
      = (-2 * Complex.I) • sigmaZ := by
  ext i j
  fin_cases i <;> fin_cases j <;>
    simp [sigmaX, sigmaY, sigmaZ] <;> ring

/-- For `Aₓ = i σₓ` and `Aᵧ = i σᵧ`, every matrix function `g` with `∂ₓ g = g Aₓ` and `∂ᵧ g = g Aᵧ`
on the plane vanishes at every point. -/
theorem pauli_frame_eq_zero {g : ℝ → ℝ → Matrix (Fin 2) (Fin 2) ℂ}
    (hg : ParallelFrame (fun _ _ => Complex.I • sigmaX) (fun _ _ => Complex.I • sigmaY) g)
    (x y : ℝ) : g x y = 0 := by
  have h := frame_mul_commutator hg x y
  rw [pauli_commutator, Matrix.mul_smul] at h
  have hI : Complex.I / 2 * (-2 * Complex.I) = 1 := by
    linear_combination -Complex.I_mul_I
  have hz : g x y * sigmaZ = 0 := by
    rw [← one_smul ℂ (g x y * sigmaZ), ← hI, ← smul_smul, h, smul_zero]
  have hs : sigmaZ * sigmaZ = 1 := by
    ext i j
    fin_cases i <;> fin_cases j <;> simp [sigmaZ, Matrix.mul_apply, Fin.sum_univ_succ]
  -- Since `σ_z` squares to one, it can be cancelled.
  rw [← mul_one (g x y), ← hs, ← mul_assoc, hz, zero_mul]

/-- The connection `Aₓ = i σₓ`, `Aᵧ = i σᵧ` has zero ordinary curl but is not pure gauge. -/
theorem zero_curl_not_pure_gauge :
    CurlFree (fun _ _ => Complex.I • sigmaX) (fun _ _ => Complex.I • sigmaY) ∧
      ¬ IsPureGauge (fun _ _ => Complex.I • sigmaX) (fun _ _ => Complex.I • sigmaY) := by
  refine ⟨curlFree_const _ _, ?_⟩
  rintro ⟨g, hu, hg⟩
  have h := hu 0 0
  rw [pauli_frame_eq_zero hg 0 0] at h
  exact not_isUnit_zero h

end

end ZeroCurlNotPureGauge
```

```lean
#print axioms ZeroCurlNotPureGauge.isPureGauge_const_iff
-- 'ZeroCurlNotPureGauge.isPureGauge_const_iff' depends on axioms: [propext, Classical.choice, Quot.sound]
#print axioms ZeroCurlNotPureGauge.zero_curl_not_pure_gauge
-- 'ZeroCurlNotPureGauge.zero_curl_not_pure_gauge' depends on axioms: [propext, Classical.choice, Quot.sound]
```

## How the proof follows the rectangle

`curlFree_const` gives the curl statement for any constant connection: both derivatives are zero.

`transport_back` is the computation that $f(t)e^{-ta}$ has derivative zero. The product rule supplies the derivative, and `is_const_of_deriv_eq_zero` turns it into constancy. Applied to $f(t)=e^{ta}$, it yields $e^{ta}e^{-ta}=1$, which is `exp_mul_exp_neg`. Together they give `transport`, the formula $f(t)=f(0)e^{ta}$.

`infinitesimal_commute` is the differentiation at zero. If $c\,e^{ta}d=c\,d\,e^{ta}$ for all $t$, the two sides are the same function of $t$. Their derivatives at $t=0$ are $c\,a\,d$ and $c\,d\,a$, and uniqueness of the derivative (`h1.unique`) equates them.

`frame_mul_commutator` puts the rectangle together. The steps `hx` and `hy` apply `transport` along horizontal and vertical lines, with the origin shifted to the point $(x,y)$. The step `key` equates the two routes to the opposite corner. Two uses of `infinitesimal_commute`, first in $s$ and then in $t$, leave $g(x,y)(ab-ba)=0$.

In `isPureGauge_const_iff`, the forward direction cancels the invertible matrix $g(0,0)$. In the converse, `hunit` shows that the exponentials are invertible, and `hcomm` is the argument with $D(t)$, again through `transport`. The frame $e^{xa}e^{yb}$ is then given explicitly and both of its derivatives are checked.

`pauli_commutator` compares the matrices entry by entry. `pauli_frame_eq_zero` inserts the result into `frame_mul_commutator` and removes the factor $-2i\sigma_z$ in the two steps used above: `hI` is the identity $(i/2)(-2i)=1$, and `hs` is $\sigma_z^2=1$. The final theorem evaluates a supposed invertible frame at the origin, where it would have to be the zero matrix, and `not_isUnit_zero` gives the contradiction.
